# The Regularised Inverse-Cube Integral for the Pair Density of Two 1s Electrons

Consider $e^{-t}/t$ integrated over $t>a$ with $a>0$. As $a\to0^+$ the integral grows like $-\ln a$, because the integrand behaves like $1/t$ near the origin. Adding $\ln a$ removes the growth and leaves a finite number. Integration by parts gives

$$\int_a^\infty \frac{e^{-t}}{t}\,dt+\ln a=\int_a^\infty \ln t\,e^{-t}\,dt+(1-e^{-a})\ln a .$$

Since $0\le 1-e^{-a}\le a$, the last term is at most $a|\ln a|$ in size and vanishes in the limit. The remaining integral tends to

$$\int_0^\infty \ln t\,e^{-t}\,dt=\Gamma'(1)=-\gamma ,$$

where $\gamma$ is Euler's constant. The expectation value of $1/r_{12}^3$ for two 1s electrons is regularised by the same mechanism.

## From the exponential to the 1s pair density

Let two electrons occupy the same hydrogenic 1s orbital with exponent $Z>0$, in atomic units and without correlation. The density of their separation vector, at length $u$, is

$$h(u)=\frac{Z^3}{8\pi}\,e^{-2Zu}\left(1+2Zu+\frac{4Z^2u^2}{3}\right).$$

The angular integration turns $\int h(u)\,u^{-3}\,d^3u$ into $\int 4\pi h(u)/u\,du$, which diverges logarithmically at $u=0$. The claim is that

$$\lim_{a\to0^+}\left[\int_a^\infty\frac{4\pi h(u)}{u}\,du+4\pi h(0)(\gamma+\ln a)\right]=\frac{Z^3}{2}\left(\frac43-\ln 2Z\right).$$

A regularised $1/r_{12}^3$ of this kind enters the Araki–Sucher correction to the energies of light atoms; the value here is for an uncorrelated product of 1s orbitals only.

First, generalise the opening case to a decay constant $k>0$. The substitution $t=ku$ moves the lower limit to $ka$, and $\ln a=\ln(ka)-\ln k$, so

$$\int_a^\infty\frac{e^{-ku}}{u}\,du+\ln a=\left[\int_{ka}^\infty\frac{e^{-t}}{t}\,dt+\ln(ka)\right]-\ln k\;\longrightarrow\;-\gamma-\ln k .$$

Next, split the integrand. Since $4\pi\cdot Z^3/(8\pi)=Z^3/2$,

$$\frac{4\pi h(u)}{u}=\frac{Z^3}{2}\left[\frac{e^{-2Zu}}{u}+P(u)\right],\qquad P(u)=2Z\,e^{-2Zu}+\frac{4Z^2}{3}\,u\,e^{-2Zu}.$$

The function $P$ is regular at $u=0$, and its integral over all $u>0$ is

$$2Z\cdot\frac{1}{2Z}+\frac{4Z^2}{3}\cdot\frac{1}{(2Z)^2}=1+\frac13=\frac43 .$$

The counterterm has the prefactor $4\pi h(0)=Z^3/2$. With $k=2Z$, the whole expression therefore tends to

$$\frac{Z^3}{2}\left[-\gamma-\ln 2Z+\frac43+\gamma\right]=\frac{Z^3}{2}\left(\frac43-\ln 2Z\right).$$

Without the counterterm, the integral equals a convergent quantity minus $\frac{Z^3}{2}(\gamma+\ln a)$, and so it diverges to $+\infty$.

### Numbers at a finite cutoff

For $Z=\tfrac12$ the logarithm vanishes and the limit is $\frac1{16}\cdot\frac43=\frac1{12}\approx0.08333$. Take $a=0.1$. The quantity $\int_a^\infty e^{-t}/t\,dt+\ln a$ has derivative $(1-e^{-a})/a$ and limit $-\gamma$, so adding $\gamma$ gives

$$\int_0^a\frac{1-e^{-t}}{t}\,dt=a-\frac{a^2}{4}+\frac{a^3}{18}-\dots\approx0.09755 .$$

The regular part contributes $\int_a^\infty(1+u/3)e^{-u}\,du=e^{-a}(4+a)/3\approx1.23661$. The sum, divided by 16, is about $0.08339$, already close to the limit.

For $Z=2$ the limit is $4(\frac43-\ln4)\approx-0.212$. A negative value is possible although $1/u^3$ is positive, because the counterterm is negative for small $a$.

## The formal development

The definition and all theorem statements concern real numbers; one proof passes through the complex Gamma function. The file writes $\gamma$ for Mathlib's Euler–Mascheroni constant. The namespace name `BreitRegularization` is only a label: the Araki–Sucher term is a quantum-electrodynamic correction, one order in the fine-structure constant beyond the Breit interaction.

```lean
import Mathlib

open MeasureTheory Set Filter Topology
open scoped Real

namespace BreitRegularization

noncomputable section

local notation "γ" => Real.eulerMascheroniConstant
```

The density $h(u)$ is `pairDensity Z u`. It is defined by its closed form, so its origin as the overlap of two 1s charge densities is physical input and not a theorem of the file.

```lean
/-- The interelectronic density `h(u)` of two hydrogenic 1s orbitals, in closed form. -/
def pairDensity (Z u : ℝ) : ℝ :=
  Z ^ 3 / (8 * π) * Real.exp (-(2 * Z * u)) * (1 + 2 * Z * u + 4 * Z ^ 2 * u ^ 2 / 3)
```

The first lemma supplies the integrals $\int_0^\infty t^n e^{-kt}\,dt=n!/k^{n+1}$ from Mathlib's Gamma integral. It also establishes integrability, by contradiction: Lean assigns the value zero to the integral of a non-integrable function, whereas the value found here is positive.

```lean
/-- The moments of a decaying exponential exist and equal `n! / k^(n+1)`. -/
theorem exp_moment (n : ℕ) {k : ℝ} (hk : 0 < k) :
    IntegrableOn (fun t : ℝ => t ^ n * Real.exp (-(k * t))) (Ioi 0) ∧
      ∫ t in Ioi (0 : ℝ), t ^ n * Real.exp (-(k * t)) = n.factorial / k ^ (n + 1) := by
  have h := Real.integral_rpow_mul_exp_neg_mul_Ioi (show (0 : ℝ) < (n : ℝ) + 1 by positivity) hk
  have e : (1 / k) ^ ((n : ℝ) + 1) = (1 / k) ^ (n + 1) := by
    exact_mod_cast Real.rpow_natCast (1 / k) (n + 1)
  rw [Real.Gamma_nat_eq_factorial, e] at h
  simp only [add_sub_cancel_right, Real.rpow_natCast] at h
  have hv : ∫ t in Ioi (0 : ℝ), t ^ n * Real.exp (-(k * t)) = n.factorial / k ^ (n + 1) := by
    rw [h, one_div, inv_pow, div_eq_inv_mul]
  refine ⟨?_, hv⟩
  -- a non-integrable function would have integral zero
  by_contra hn
  have h0 := integral_undef hn
  rw [hv] at h0
  have : (0 : ℝ) < n.factorial / k ^ (n + 1) := by positivity
  exact this.ne' h0
```

The logarithmic moment comes from differentiating the Gamma integral at $1$. Mathlib has this derivative as a complex integral and also knows that $\Gamma'(1)=-\gamma$. Uniqueness of the derivative equates the two, and the casts bring the identity back to the reals.

```lean
/-- The logarithmic moment of the exponential is minus Euler's constant. -/
theorem integral_log_mul_exp_neg : ∫ t in Ioi (0 : ℝ), Real.log t * Real.exp (-t) = -γ := by
  -- differentiate the Gamma integral at 1
  have h1 := (Complex.hasDerivAt_GammaIntegral (s := 1) (by simp)).congr_of_eventuallyEq
    (f₁ := Complex.Gamma) (by
      have hn : {s : ℂ | 0 < s.re} ∈ 𝓝 (1 : ℂ) :=
        (isOpen_lt continuous_const Complex.continuous_re).mem_nhds (by simp)
      filter_upwards [hn] with s hs using Complex.Gamma_eq_integral hs)
  have h2 := h1.unique Complex.hasDerivAt_Gamma_one
  simp only [sub_self, Complex.cpow_zero, one_mul, ← Complex.ofReal_mul] at h2
  have h3 : (∫ t in Ioi (0 : ℝ), ((Real.log t * Real.exp (-t) : ℝ) : ℂ)) =
      ((∫ t in Ioi (0 : ℝ), Real.log t * Real.exp (-t) : ℝ) : ℂ) := integral_ofReal
  rw [h3] at h2
  exact_mod_cast h2
```

The next lemma justifies replacing the lower limit $a$ by $0$ for an integrable function $g$. The cut-off integral is written as an integral over $(0,\infty)$ of $g$ times the indicator of $u>a$. Dominated convergence applies with $|g|$ as the bound, since each fixed $t>0$ eventually lies above the cutoff.

```lean
/-- For an integrable function the lower cutoff of the integral can be removed. -/
theorem tendsto_cutoff {g : ℝ → ℝ} (hg : IntegrableOn g (Ioi 0)) :
    Tendsto (fun a => ∫ t in Ioi a, g t) (𝓝[>] 0) (𝓝 (∫ t in Ioi 0, g t)) := by
  have h : Tendsto (fun a => ∫ t in Ioi (0 : ℝ), (Ioi a).indicator g t) (𝓝[>] 0)
      (𝓝 (∫ t in Ioi 0, g t)) := by
    refine tendsto_integral_filter_of_dominated_convergence (fun t => ‖g t‖) ?_ ?_ hg.norm ?_
    · exact Eventually.of_forall fun a => hg.aestronglyMeasurable.indicator measurableSet_Ioi
    · exact Eventually.of_forall fun a => Eventually.of_forall fun t =>
        norm_indicator_le_norm_self g t
    · filter_upwards [ae_restrict_mem measurableSet_Ioi] with t ht
      refine tendsto_const_nhds.congr' ?_
      filter_upwards [mem_nhdsWithin_of_mem_nhds (Iio_mem_nhds (mem_Ioi.1 ht))] with a ha
      exact (indicator_of_mem (show t ∈ Ioi a from ha) g).symm
  refine h.congr' ?_
  filter_upwards [self_mem_nhdsWithin] with a ha
  rw [setIntegral_indicator measurableSet_Ioi, inter_eq_right.2 (Ioi_subset_Ioi (mem_Ioi.1 ha).le)]
```

Let $k>0$. Beyond a positive cutoff $a$, $e^{-kt}/t$ is bounded by $e^{-kt}/a$, which is integrable.

```lean
/-- The function `exp(-ku)/u` is integrable beyond any positive cutoff. -/
theorem integrableOn_exp_div {k a : ℝ} (hk : 0 < k) (ha : 0 < a) :
    IntegrableOn (fun t : ℝ => Real.exp (-(k * t)) / t) (Ioi a) := by
  have h0 : IntegrableOn (fun t : ℝ => Real.exp (-(k * t))) (Ioi 0) := by
    simpa only [pow_zero, one_mul] using (exp_moment 0 hk).1
  refine Integrable.mono' (Integrable.const_mul (h0.mono_set (Ioi_subset_Ioi ha.le)) a⁻¹)
    (by fun_prop : Measurable fun t : ℝ => Real.exp (-(k * t)) / t).aestronglyMeasurable ?_
  filter_upwards [ae_restrict_mem measurableSet_Ioi] with t ht
  have ht' : a < t := ht
  have hp : 0 < t := ha.trans ht'
  rw [Real.norm_of_nonneg (by positivity), div_eq_inv_mul]
  exact mul_le_mul_of_nonneg_right (inv_anti₀ ha ht'.le) (Real.exp_pos _).le
```

`tendsto_expIntegral` is the opening calculation for general $k>0$. Within it, `hL` gives the integrability of $\ln t\,e^{-t}$, again from a nonzero value of the integral, and `htop` shows that the boundary term at infinity vanishes. The step `parts` is the integration by parts, carried out by applying the fundamental theorem of calculus to $\ln t\,e^{-t}$. The step `hz` is the estimate $|(1-e^{-a})\ln a|\le a|\ln a|$. Finally, `hs` says that $ka\to0^+$ when $a\to0^+$, and `sc` performs the substitution $t=ku$.

```lean
/-- Small-cutoff behaviour of the exponential integral: after adding `ln a`, the integral of
`exp(-ku)/u` over `u > a` tends to `-γ - ln k`. -/
theorem tendsto_expIntegral {k : ℝ} (hk : 0 < k) :
    Tendsto (fun a => (∫ u in Ioi a, Real.exp (-(k * u)) / u) + Real.log a) (𝓝[>] 0)
      (𝓝 (-γ - Real.log k)) := by
  have hL : IntegrableOn (fun t : ℝ => Real.log t * Real.exp (-t)) (Ioi 0) := by
    by_contra hn
    have h0 := integral_undef hn
    rw [integral_log_mul_exp_neg] at h0
    linarith [Real.one_half_lt_eulerMascheroniConstant]
  have htop : Tendsto (fun t : ℝ => Real.log t * Real.exp (-t)) atTop (𝓝 0) := by
    refine squeeze_zero' ?_ ?_ (Real.tendsto_pow_mul_exp_neg_atTop_nhds_zero 1)
    · filter_upwards [eventually_ge_atTop 1] with t ht
      exact mul_nonneg (Real.log_nonneg ht) (Real.exp_pos _).le
    · filter_upwards [eventually_ge_atTop 1] with t ht
      rw [pow_one]
      exact mul_le_mul_of_nonneg_right (Real.log_le_self (by linarith)) (Real.exp_pos _).le
  -- integration by parts moves the singularity into a logarithm
  have parts : ∀ a : ℝ, 0 < a → ∫ t in Ioi a, Real.exp (-t) / t =
      (∫ t in Ioi a, Real.log t * Real.exp (-t)) - Real.log a * Real.exp (-a) := by
    intro a ha
    have hA : IntegrableOn (fun t : ℝ => Real.exp (-t) / t) (Ioi a) := by
      simpa only [one_mul] using integrableOn_exp_div one_pos ha
    have hB := hL.mono_set (Ioi_subset_Ioi ha.le)
    have key : ∫ t in Ioi a, (Real.exp (-t) / t - Real.log t * Real.exp (-t)) =
        0 - Real.log a * Real.exp (-a) := by
      refine integral_Ioi_of_hasDerivAt_of_tendsto'
        (f := fun t => Real.log t * Real.exp (-t)) (fun t ht => ?_) (hA.sub hB) htop
      have hp : 0 < t := ha.trans_le ht
      exact ((Real.hasDerivAt_log hp.ne').fun_mul (hasDerivAt_id' t).fun_neg.exp).congr_deriv
        (by ring)
    rw [integral_sub hA hB] at key
    linarith
  have hz : Tendsto (fun a : ℝ => (1 - Real.exp (-a)) * Real.log a) (𝓝[>] 0) (𝓝 0) := by
    have hc : Tendsto (fun a : ℝ => |a * Real.log a|) (𝓝[>] 0) (𝓝 0) := by
      simpa using (Real.continuous_mul_log.abs.tendsto 0).mono_left nhdsWithin_le_nhds
    refine squeeze_zero_norm' ?_ hc
    filter_upwards [self_mem_nhdsWithin] with a ha
    have hp : 0 < a := ha
    have h1 : Real.exp (-a) ≤ 1 := Real.exp_le_one_iff.2 (by linarith)
    rw [Real.norm_eq_abs, abs_mul, abs_mul, abs_of_nonneg (sub_nonneg.2 h1), abs_of_pos hp]
    exact mul_le_mul_of_nonneg_right (by linarith [Real.add_one_le_exp (-a)]) (abs_nonneg _)
  have hs : Tendsto (fun a : ℝ => k * a) (𝓝[>] 0) (𝓝[>] 0) := by
    refine tendsto_nhdsWithin_iff.2 ⟨?_, ?_⟩
    · simpa using ((continuous_const_mul k).tendsto 0).mono_left nhdsWithin_le_nhds
    · filter_upwards [self_mem_nhdsWithin] with a ha using mul_pos hk ha
  have h := (((tendsto_cutoff hL).add hz).comp hs).sub_const (Real.log k)
  rw [integral_log_mul_exp_neg, add_zero] at h
  refine h.congr' ?_
  filter_upwards [self_mem_nhdsWithin] with a ha
  have hp : 0 < a := ha
  -- rescale the integration variable by k
  have sc := integral_comp_mul_left_Ioi (fun t : ℝ => Real.exp (-t) / t) a hk
  have e : ∀ x : ℝ, Real.exp (-(k * x)) / (k * x) = k⁻¹ * (Real.exp (-(k * x)) / x) := by
    intro x
    rw [div_eq_mul_inv, mul_inv]
    ring
  simp only [e, integral_const_mul, smul_eq_mul] at sc
  rw [mul_left_cancel₀ (inv_ne_zero hk.ne') sc, parts _ (mul_pos hk hp)]
  simp only [Function.comp_apply]
  rw [Real.log_mul hk.ne' hp.ne']
  ring
```

In the main theorem, `Ioi a` is the range $u>a$, and `𝓝[>] 0` says that the cutoff approaches zero through positive values. `Tendsto` then states the limit claimed above. The only hypothesis is $Z>0$, which makes the orbital decay; $Z$ may be any positive real number, such as a screened charge.

The constant $\gamma$ in the counterterm fixes a convention. A different constant would shift the result by a multiple of the contact density $h(0)$, and in a complete energy calculation the coefficient of the contact term has to be matched to this choice. The same holds for the unit of length, since $\ln a$ and $\ln 2Z$ refer to numerical values in a common unit. The theorem concerns the radial integral for this one density; it does not treat correlated wavefunctions or define a regularised operator on general states.

The proof follows the derivation by hand. The value $4\pi h(0)=Z^3/2$ is `h0`, the integral $\int_0^\infty P(u)\,du=\frac43$ is `hv`, and the decomposition of the integrand is `split`. The limit `h` adds the singular and regular parts and the constant $\gamma$, then multiplies by $Z^3/2$.

```lean
/-- Regularised `1/u³` expectation value for two 1s electrons: with the counterterm
`4π h(0)(γ + ln a)` the cut-off integral tends to `(Z³/2)(4/3 - ln 2Z)`. -/
theorem regularized_inverse_cube {Z : ℝ} (hZ : 0 < Z) :
    Tendsto (fun a => (∫ u in Ioi a, 4 * π * pairDensity Z u / u) +
      4 * π * pairDensity Z 0 * (γ + Real.log a)) (𝓝[>] 0)
      (𝓝 (Z ^ 3 / 2 * (4 / 3 - Real.log (2 * Z)))) := by
  have hk : 0 < 2 * Z := by positivity
  have hpi : π * (Z ^ 3 / (8 * π)) = Z ^ 3 / 8 := by field_simp
  have h0 : 4 * π * pairDensity Z 0 = Z ^ 3 / 2 := by
    have : pairDensity Z 0 = Z ^ 3 / (8 * π) := by simp [pairDensity]
    rw [this]
    linear_combination 4 * hpi
  -- P is the part of 4πh(u)/u that stays regular at coalescence, in units of Z³/2
  obtain ⟨P, hPe⟩ : ∃ P : ℝ → ℝ, P = fun u => 2 * Z * (u ^ 0 * Real.exp (-(2 * Z * u))) +
      4 * Z ^ 2 / 3 * (u ^ 1 * Real.exp (-(2 * Z * u))) := ⟨_, rfl⟩
  have i0 := Integrable.const_mul (exp_moment 0 hk).1 (2 * Z)
  have i1 := Integrable.const_mul (exp_moment 1 hk).1 (4 * Z ^ 2 / 3)
  have hP : IntegrableOn P (Ioi 0) := by
    rw [hPe]
    exact i0.add i1
  have hv : ∫ u in Ioi (0 : ℝ), P u = 4 / 3 := by
    simp only [hPe]
    rw [integral_add i0 i1, integral_const_mul, integral_const_mul, (exp_moment 0 hk).2,
      (exp_moment 1 hk).2]
    norm_num [Nat.factorial]
    field_simp
    norm_num
  have h := (((tendsto_expIntegral hk).add (tendsto_cutoff hP)).add_const γ).const_mul (Z ^ 3 / 2)
  rw [hv] at h
  have e : Z ^ 3 / 2 * (4 / 3 - Real.log (2 * Z)) =
      Z ^ 3 / 2 * (-γ - Real.log (2 * Z) + 4 / 3 + γ) := by ring
  rw [e]
  refine h.congr' ?_
  filter_upwards [self_mem_nhdsWithin] with a ha
  have hp : 0 < a := ha
  have split : ∫ u in Ioi a, 4 * π * pairDensity Z u / u = Z ^ 3 / 2 *
      ((∫ u in Ioi a, Real.exp (-(2 * Z * u)) / u) + ∫ u in Ioi a, P u) := by
    rw [← integral_add (integrableOn_exp_div hk hp) (hP.mono_set (Ioi_subset_Ioi hp.le)),
      ← integral_const_mul]
    refine setIntegral_congr_fun measurableSet_Ioi fun u hu => ?_
    have hu0 : u ≠ 0 := (hp.trans hu).ne'
    simp only [pairDensity, hPe]
    field_simp
    ring
  rw [split, h0]
  ring
```

The last theorem, again for $Z>0$, shows that the counterterm is doing real work. Its proof writes the bare integral as the regularised expression plus $-4\pi h(0)(\gamma+\ln a)$. The first has a finite limit, and the second tends to $+\infty$ because $h(0)>0$ and $\ln a\to-\infty$.

```lean
/-- Without the counterterm the cut-off integral diverges to `+∞` as the cutoff is removed. -/
theorem bare_inverse_cube_diverges {Z : ℝ} (hZ : 0 < Z) :
    Tendsto (fun a => ∫ u in Ioi a, 4 * π * pairDensity Z u / u) (𝓝[>] 0) atTop := by
  have hc : 0 < 4 * π * pairDensity Z 0 := by
    have : pairDensity Z 0 = Z ^ 3 / (8 * π) := by simp [pairDensity]
    rw [this]
    positivity
  have hl := tendsto_neg_atBot_atTop.comp ((tendsto_atBot_add_const_left _
    γ Real.tendsto_log_nhdsGT_zero).const_mul_atBot hc)
  refine ((regularized_inverse_cube hZ).add_atTop hl).congr fun a => ?_
  simp only [Function.comp_apply]
  ring

end

end BreitRegularization
```

```lean
#print axioms BreitRegularization.regularized_inverse_cube
-- 'BreitRegularization.regularized_inverse_cube' depends on axioms: [propext, Classical.choice, Quot.sound]
#print axioms BreitRegularization.bare_inverse_cube_diverges
-- 'BreitRegularization.bare_inverse_cube_diverges' depends on axioms: [propext, Classical.choice, Quot.sound]
```
